# The Thomas-Fermi limit of the closed-shell energy in an isotropic harmonic trap

To estimate the ground-state energy of many non-interacting spin-1/2 fermions in an isotropic three-dimensional harmonic trap, one can replace the sum over oscillator levels by an integral over a smooth density of states. With the leading density, proportional to the square of the energy above the trap minimum, this gives the Thomas-Fermi energy. The file below computes the error of that step exactly for closed shells and shows that the relative error vanishes as more shells are filled.

```lean
import Mathlib

open Finset Filter Topology Real

namespace HarmonicTrapShells

noncomputable section

/-- Shell `k` of the isotropic 3D oscillator: quantum numbers `(nx, ny, nz)` with sum `k`. -/
def shell (k : ℕ) : Finset (ℕ × ℕ × ℕ) :=
  (range (k + 1) ×ˢ range (k + 1) ×ˢ range (k + 1)).filter
    (fun n => n.1 + n.2.1 + n.2.2 = k)

/-- Energy of the orbital `(nx, ny, nz)` in a trap of frequency `ω`, with `ħ = 1`. -/
def orbitalEnergy (ω : ℝ) (n : ℕ × ℕ × ℕ) : ℝ :=
  ω * (n.1 + 1 / 2) + ω * (n.2.1 + 1 / 2) + ω * (n.2.2 + 1 / 2)

/-- Number of particles when every orbital of the lowest `M` shells is doubly occupied. -/
def particleNumber (M : ℕ) : ℕ := ∑ k ∈ range M, 2 * (shell k).card

/-- Total energy when every orbital of the lowest `M` shells is doubly occupied. -/
def exactEnergy (ω : ℝ) (M : ℕ) : ℝ :=
  ∑ k ∈ range M, ∑ n ∈ shell k, 2 * orbitalEnergy ω n

/-- Thomas-Fermi energy `ω (3N)^(4/3) / 4` of `N` particles in the trap. -/
def tfEnergy (ω N : ℝ) : ℝ := ω * (3 * N) ^ (4 / 3 : ℝ) / 4

/-- Ratio of the exact energy of `M` filled shells to the Thomas-Fermi energy at the same `N`. -/
def ratio (ω : ℝ) (M : ℕ) : ℝ := exactEnergy ω M / tfEnergy ω (particleNumber M)

/-- An orbital lies in shell `k` exactly when `nx + ny + nz = k`. -/
theorem mem_shell (k : ℕ) (n : ℕ × ℕ × ℕ) : n ∈ shell k ↔ n.1 + n.2.1 + n.2.2 = k := by
  simp only [shell, Finset.mem_filter, Finset.mem_product, Finset.mem_range]
  exact ⟨fun h => h.2, fun h => ⟨⟨by omega, by omega, by omega⟩, h⟩⟩

/-- Twice the number of orbitals in shell `k` is `(k+1)(k+2)`. -/
theorem shell_degeneracy (k : ℕ) : 2 * (shell k).card = (k + 1) * (k + 2) := by
  -- fix nx = a, then ny runs from 0 to k - a and nz is determined
  have hb : (shell k).card =
      ((range (k + 1)).sigma (fun a => range (k - a + 1))).card := by
    refine Finset.card_bij' (fun n _ => (⟨n.1, n.2.1⟩ : (_ : ℕ) × ℕ))
      (fun x _ => (x.1, x.2, k - x.1 - x.2)) ?_ ?_ ?_ ?_
    · intro n hn
      have h := (mem_shell k n).1 hn
      simp only [Finset.mem_sigma, Finset.mem_range]
      omega
    · rintro ⟨a, b⟩ hx
      have h : a < k + 1 ∧ b < k - a + 1 := by
        simpa only [Finset.mem_sigma, Finset.mem_range] using hx
      refine (mem_shell k _).2 ?_
      show a + b + (k - a - b) = k
      omega
    · rintro ⟨a, b, c⟩ hn
      have h : a + b + c = k := (mem_shell k _).1 hn
      have hc : k - a - b = c := by omega
      show (a, b, k - a - b) = (a, b, c)
      rw [hc]
    · intro x _
      rfl
  have hs : ∀ j : ℕ, 2 * ∑ a ∈ range (j + 1), (j - a + 1) = (j + 1) * (j + 2) := by
    intro j
    induction j with
    | zero => simp
    | succ j ih =>
      rw [Finset.sum_range_succ']
      simp only [Nat.add_sub_add_right, Nat.sub_zero]
      nlinarith [ih]
  rw [hb, Finset.card_sigma]
  simp only [Finset.card_range]
  exact hs k

/-- The doubly occupied shell `k` has energy `ω (k+1)(k+2)(k+3/2)`. -/
theorem shell_energy (ω : ℝ) (k : ℕ) :
    ∑ n ∈ shell k, 2 * orbitalEnergy ω n = ω * ((k + 1) * (k + 2) * (k + 3 / 2)) := by
  -- all orbitals of the shell have the same energy
  have h : ∀ n ∈ shell k, 2 * orbitalEnergy ω n = 2 * (ω * (k + 3 / 2)) := by
    intro n hn
    rw [mem_shell] at hn
    rw [← hn, orbitalEnergy]
    push_cast
    ring
  have hd : (2 : ℝ) * (shell k).card = (k + 1) * (k + 2) := by
    exact_mod_cast shell_degeneracy k
  rw [Finset.sum_congr rfl h, Finset.sum_const, nsmul_eq_mul]
  linear_combination (ω * (k + 3 / 2)) * hd

/-- `M` filled shells hold `N` particles with `3N = M(M+1)(M+2)`. -/
theorem particleNumber_eq (M : ℕ) : 3 * particleNumber M = M * (M + 1) * (M + 2) := by
  unfold particleNumber
  induction M with
  | zero => simp
  | succ M ih =>
    rw [Finset.sum_range_succ, shell_degeneracy M, mul_add, ih]
    ring

/-- `M` filled shells have energy `ω M(M+1)²(M+2)/4`. -/
theorem exactEnergy_eq (ω : ℝ) (M : ℕ) :
    exactEnergy ω M = ω * (M * (M + 1) ^ 2 * (M + 2)) / 4 := by
  unfold exactEnergy
  induction M with
  | zero => simp
  | succ M ih =>
    rw [Finset.sum_range_succ, shell_energy ω M, ih]
    push_cast
    ring

/-- For `ω > 0`, filling the density of states `ε²/ω³` from `0` to `μ ≥ 0` gives an energy equal to the
Thomas-Fermi energy at the particle number so obtained. -/
theorem tfEnergy_from_density_of_states (ω μ : ℝ) (hω : 0 < ω) (hμ : 0 ≤ μ) :
    tfEnergy ω (∫ ε in (0 : ℝ)..μ, ε ^ 2 / ω ^ 3) = ∫ ε in (0 : ℝ)..μ, ε * (ε ^ 2 / ω ^ 3) := by
  have hN : ∫ ε in (0 : ℝ)..μ, ε ^ 2 / ω ^ 3 = μ ^ 3 / 3 / ω ^ 3 := by
    rw [intervalIntegral.integral_div, integral_pow]
    norm_num
  have hf : (fun ε : ℝ => ε * (ε ^ 2 / ω ^ 3)) = fun ε => ε ^ 3 / ω ^ 3 := by
    funext ε
    ring
  have hE : ∫ ε in (0 : ℝ)..μ, ε * (ε ^ 2 / ω ^ 3) = μ ^ 4 / 4 / ω ^ 3 := by
    rw [hf, intervalIntegral.integral_div, integral_pow]
    norm_num
  have hx : 0 ≤ μ / ω := by positivity
  have h3 : 3 * (μ ^ 3 / 3 / ω ^ 3) = (μ / ω) ^ 3 := by ring
  have h4 : ((3 : ℕ) : ℝ) * (4 / 3) = ((4 : ℕ) : ℝ) := by norm_num
  rw [hN, hE, tfEnergy, h3, ← Real.rpow_natCast (μ / ω) 3, ← Real.rpow_mul hx, h4,
    Real.rpow_natCast]
  field_simp

/-- For `ω > 0` and `M ≥ 1` filled shells the ratio equals `(1 + 1/(M(M+2)))^(1/3)`. -/
theorem ratio_eq (ω : ℝ) (hω : 0 < ω) (M : ℕ) (hM : 1 ≤ M) :
    ratio ω M = (1 + 1 / ((M : ℝ) * (M + 2))) ^ (1 / 3 : ℝ) := by
  have hm : (0 : ℝ) < M := by exact_mod_cast hM
  have hN : (3 : ℝ) * (particleNumber M) = M * (M + 1) * (M + 2) := by
    exact_mod_cast particleNumber_eq M
  have hP : (0 : ℝ) < M * (M + 1) * (M + 2) := by positivity
  have hx : (0 : ℝ) ≤ M + 1 := by positivity
  have h1 : 1 + 1 / ((M : ℝ) * (M + 2)) = (M + 1) ^ 3 / (M * (M + 1) * (M + 2)) := by
    field_simp
    ring
  have h2 : (((M : ℝ) + 1) ^ 3) ^ (1 / 3 : ℝ) = M + 1 := by
    have h : ((3 : ℕ) : ℝ) * (1 / 3) = 1 := by norm_num
    rw [← Real.rpow_natCast ((M : ℝ) + 1) 3, ← Real.rpow_mul hx, h, Real.rpow_one]
  -- (3N)^(4/3) = 3N * (3N)^(1/3)
  have h3 : (4 / 3 : ℝ) = 1 + 1 / 3 := by norm_num
  have hq := Real.rpow_pos_of_pos hP (1 / 3 : ℝ)
  rw [ratio, tfEnergy, exactEnergy_eq, hN, h1, Real.div_rpow (by positivity) hP.le, h2, h3,
    Real.rpow_add hP, Real.rpow_one]
  generalize ((M : ℝ) * (M + 1) * (M + 2)) ^ (1 / 3 : ℝ) = q at hq ⊢
  field_simp

/-- For `ω > 0` and `M ≥ 1` the ratio exceeds `1` and is at most `1 + 1/(3M(M+2))`. -/
theorem ratio_bounds (ω : ℝ) (hω : 0 < ω) (M : ℕ) (hM : 1 ≤ M) :
    1 < ratio ω M ∧ ratio ω M ≤ 1 + 1 / (3 * ((M : ℝ) * (M + 2))) := by
  have hm : (0 : ℝ) < M := by exact_mod_cast hM
  have hs : 0 < 1 / ((M : ℝ) * (M + 2)) := by positivity
  rw [ratio_eq ω hω M hM]
  refine ⟨Real.one_lt_rpow (by linarith) (by norm_num), ?_⟩
  -- Bernoulli inequality for the exponent 1/3
  have hb := rpow_one_add_le_one_add_mul_self (s := 1 / ((M : ℝ) * (M + 2))) (p := 1 / 3)
    (by linarith) (by norm_num) (by norm_num)
  rwa [one_div_mul_one_div] at hb

/-- For `ω > 0` and `1 ≤ M < K`, the ratio for `K` filled shells is strictly below the ratio for `M` filled shells. -/
theorem ratio_strict_decrease (ω : ℝ) (hω : 0 < ω) (M K : ℕ) (hM : 1 ≤ M) (hMK : M < K) :
    ratio ω K < ratio ω M := by
  have hm : (0 : ℝ) < M := by exact_mod_cast hM
  have hk : (M : ℝ) < K := by exact_mod_cast hMK
  have h : 1 / ((K : ℝ) * (K + 2)) < 1 / ((M : ℝ) * (M + 2)) :=
    one_div_lt_one_div_of_lt (by positivity) (by nlinarith)
  rw [ratio_eq ω hω M hM, ratio_eq ω hω K (by omega)]
  exact Real.rpow_lt_rpow (by positivity) (by linarith) (by norm_num)

/-- For `ω > 0`, the ratio of the exact energy to the Thomas-Fermi energy exceeds `1` for all `M ≥ 1` and
tends to `1` as the number of filled shells grows. -/
theorem thomasFermi_limit (ω : ℝ) (hω : 0 < ω) :
    (∀ M, 1 ≤ M → 1 < ratio ω M) ∧ Tendsto (ratio ω) atTop (𝓝 1) := by
  refine ⟨fun M hM => (ratio_bounds ω hω M hM).1, ?_⟩
  have h0 : Tendsto (fun M : ℕ => ((M : ℝ))⁻¹) atTop (𝓝 0) :=
    tendsto_inv_atTop_zero.comp tendsto_natCast_atTop_atTop
  have h1 : Tendsto (fun M : ℕ => 1 + ((M : ℝ))⁻¹) atTop (𝓝 1) := by
    simpa using h0.const_add 1
  -- squeeze between 1 and 1 + 1/M
  refine tendsto_of_tendsto_of_tendsto_of_le_of_le' tendsto_const_nhds h1 ?_ ?_
  · filter_upwards [eventually_ge_atTop 1] with M hM
    exact (ratio_bounds ω hω M hM).1.le
  · filter_upwards [eventually_ge_atTop 1] with M hM
    have hm : (0 : ℝ) < M := by exact_mod_cast hM
    have h : 1 / (3 * ((M : ℝ) * (M + 2))) ≤ 1 / (M : ℝ) :=
      one_div_le_one_div_of_le hm (by nlinarith)
    have hb := (ratio_bounds ω hω M hM).2
    rw [← one_div]
    linarith

end

end HarmonicTrapShells
```

```lean
#print axioms HarmonicTrapShells.tfEnergy_from_density_of_states
-- 'HarmonicTrapShells.tfEnergy_from_density_of_states' depends on axioms: [propext, Classical.choice, Quot.sound]
#print axioms HarmonicTrapShells.ratio_strict_decrease
-- 'HarmonicTrapShells.ratio_strict_decrease' depends on axioms: [propext, Classical.choice, Quot.sound]
#print axioms HarmonicTrapShells.thomasFermi_limit
-- 'HarmonicTrapShells.thomasFermi_limit' depends on axioms: [propext, Classical.choice, Quot.sound]
```

## What the theorems say

Let $\omega$ be the trap frequency, with $\hbar = 1$, and let $M$ be the number of filled shells. Write $N(M)$ for the particle number, $E(M)$ for the sum of the occupied orbital energies, $E_{\mathrm{TF}}(N) = \omega (3N)^{4/3}/4$ for the Thomas-Fermi energy, and $R(M) = E(M)/E_{\mathrm{TF}}(N(M))$ for their ratio at equal particle number. The theorems `particleNumber_eq` and `exactEnergy_eq` state, for every natural number $M$ and every real $\omega$,

$$3N(M) = M(M+1)(M+2), \qquad E(M) = \frac{\omega\, M (M+1)^2 (M+2)}{4}.$$

For $\omega > 0$ and $M \ge 1$, `ratio_eq` and `ratio_bounds` give

$$R(M) = \left(1 + \frac{1}{M(M+2)}\right)^{1/3}, \qquad 1 < R(M) \le 1 + \frac{1}{3M(M+2)}.$$

The theorem `ratio_strict_decrease` says $R(K) < R(M)$ for shell numbers $1 \le M < K$. The final theorem `thomasFermi_limit` says that, for $\omega > 0$, $R(M) > 1$ for all $M \ge 1$ and $R(M) \to 1$ as $M \to \infty$ through the natural numbers, written `Tendsto (ratio ω) atTop (𝓝 1)`. At $M = 1$ the formulas give $N = 2$, $E = 3\omega$ and $R = (4/3)^{1/3} \approx 1.10$; at $M = 2$ they give $N = 8$, $E = 18\omega$ and $R = (9/8)^{1/3} \approx 1.04$. At $M = 0$ both energies vanish and Lean evaluates the quotient $0/0$ to $0$, so the statements about $R$ start at $M = 1$.

## The physics in the definitions

An orbital is a triple of oscillator quantum numbers $(n_x, n_y, n_z)$, a term `n` of `ℕ × ℕ × ℕ` with components `n.1`, `n.2.1`, `n.2.2`. Its energy `orbitalEnergy ω n` is $\omega(n_x + \tfrac12) + \omega(n_y + \tfrac12) + \omega(n_z + \tfrac12)$. For $k = 0, 1, 2, \dots$, `shell k` is the finite set of triples with $n_x + n_y + n_z = k$, cut out of the box $0 \le n_x, n_y, n_z \le k$. The sums over `range M` in `particleNumber` and `exactEnergy` run over $k = 0, \dots, M-1$, and their factor 2 is the double occupation by spin. The degeneracy of a shell is counted from these definitions.

The oscillator spectrum enters as a definition: no Hamiltonian operator, wavefunction or density appears. That filling the lowest shells is the ground state is likewise built into `exactEnergy`. The particles do not interact, the trap is isotropic, and partly filled shells are excluded, so $N$ takes only the values $0, 2, 8, 20, \dots$

The function `tfEnergy ω N` is defined by its closed form, with real $N$ and a real power. The theorem `tfEnergy_from_density_of_states` ties it to a level density. With $g(\varepsilon) = \varepsilon^2/\omega^3$ at one-particle energy $\varepsilon$ and a chemical potential $\mu \ge 0$, it states for $\omega > 0$ that

$$E_{\mathrm{TF}}\!\left(\int_0^\mu g\, d\varepsilon\right) = \int_0^\mu \varepsilon\, g\, d\varepsilon .$$

The form of $g$ is taken as given; heuristically, give each orbital the unit cube centred at $(n_x + \tfrac12, n_y + \tfrac12, n_z + \tfrac12)$, whose centre coordinates add up to the orbital energy divided by $\omega$. The orbitals of energy at most $\varepsilon$ then roughly fill the part of the positive octant where the coordinates add up to at most $\varepsilon/\omega$. Its volume is $(\varepsilon/\omega)^3/6$, spin doubles this, and the derivative in $\varepsilon$ is $g$. This volume argument, and the minimisation of the Thomas-Fermi density functional that leads to the same energy, are background that the file does not prove.

The statement that Thomas-Fermi theory becomes relatively exact is also made for neutral Coulomb atoms, in the limit of large nuclear charge. The limit here is a solvable analogue with neither nucleus nor electron repulsion, and the growing parameter is the number of shells. For non-interacting closed shells in this one trap, $E(M)$ is the exact total energy, kinetic plus potential, and $R(M)$ gives the sign and size of the Thomas-Fermi error. An approximate kinetic-energy functional can be tested against $E(M)$ by adding the potential energy in the trap and minimising over densities with $N(M)$ particles.

## Why it is true

The counting starts with `mem_shell`: if $n_x + n_y + n_z = k$, each number is at most $k$, so the box imposes nothing further, and `omega` supplies the three bounds. Fix $n_x = a$ with $0 \le a \le k$. Then $n_y = b$ runs from $0$ to $k - a$ and $n_z = k - a - b$ is determined. In `shell_degeneracy`, step `hb` gives this correspondence between triples and pairs $(a, b)$ to `Finset.card_bij'`, whose four goals say that each map lands in the right set and that the two maps invert each other. The shell therefore has $S_k = \sum_{a=0}^{k} (k - a + 1)$ orbitals. Step `hs` proves $2S_j = (j+1)(j+2)$ by induction on $j$: splitting off the term $a = 0$ gives $S_{j+1} = S_j + (j+2)$, hence $2S_{j+1} = (j+1)(j+2) + 2(j+2) = (j+2)(j+3)$.

Every orbital of shell $k$ has energy $\omega(k + \tfrac32)$, which is step `h` of `shell_energy` with the spin factor attached. The sum of a constant is the constant times $S_k$, and `linear_combination` inserts the degeneracy to give $\omega(k+1)(k+2)(k+\tfrac32)$.

Both totals follow by induction on $M$, adding shell $k = M$:

$$M(M+1)(M+2) + 3(M+1)(M+2) = (M+1)(M+2)(M+3),$$

$$\tfrac14 M(M+1)^2(M+2) + (M+1)(M+2)(M+\tfrac32) = \tfrac14 (M+1)(M+2)(M^2 + 5M + 6),$$

and $M^2 + 5M + 6 = (M+2)(M+3)$ makes the last expression $\tfrac14 (M+1)(M+2)^2(M+3)$. In each proof `Finset.sum_range_succ` splits off the new shell and `ring` checks the identity.

For the density of states, `hN` and `hE` evaluate the integrals to $\mu^3/(3\omega^3)$ and $\mu^4/(4\omega^3)$. Three times the first is $(\mu/\omega)^3$, its power $4/3$ is $(\mu/\omega)^4$ because $\mu/\omega \ge 0$, and $\omega(\mu/\omega)^4/4 = \mu^4/(4\omega^3)$. The bounds on the ratio use only the closed form of `tfEnergy`, not this theorem.

For the ratio put $P = 3N(M) = M(M+1)(M+2)$, positive for $M \ge 1$. Then $E = \omega (M+1) P/4$ and $E_{\mathrm{TF}} = \omega P \cdot P^{1/3}/4$, so

$$R = \frac{M+1}{P^{1/3}} = \left(\frac{(M+1)^3}{M(M+1)(M+2)}\right)^{1/3} = \left(1 + \frac{1}{M(M+2)}\right)^{1/3},$$

where the last step uses $(M+1)^2 = M(M+2) + 1$. In `ratio_eq`, `h1` is this last step, `h2` is the cube root of $(M+1)^3$, and `h3` splits the exponent $4/3$ into $1 + 1/3$. After `generalize` renames $P^{1/3}$ as a positive number `q`, `field_simp` cancels $\omega$, $P$ and the factor 4.

Set $s = 1/(M(M+2)) > 0$. Since $1 + s > 1$, its cube root exceeds 1, which is `Real.one_lt_rpow`. Since $(1 + s/3)^3 = 1 + s + s^2/3 + s^3/27 \ge 1 + s$, the cube root is at most $1 + s/3$; Lean takes this from Bernoulli's inequality `rpow_one_add_le_one_add_mul_self` with exponent $1/3$. For $M < K$ one has $M(M+2) < K(K+2)$, so $s$ decreases, and the cube root is strictly increasing (`Real.rpow_lt_rpow`), which proves `ratio_strict_decrease`.

For the limit, $M \le 3M(M+2)$ gives $1/(3M(M+2)) \le 1/M$, so $1 \le R(M) \le 1 + 1/M$ for $M \ge 1$. Step `h1` of `thomasFermi_limit` shows $1 + 1/M \to 1$. The squeeze lemma needs the two inequalities only for large $M$, and `filter_upwards [eventually_ge_atTop 1]` supplies them from $M = 1$ on.
